# Bound-state energy of a one-dimensional Dirac particle at an attractive point interaction with a mean-value contact condition

## Operator, contact condition and units

Set $\hbar=1$ and let $m,c,Z>0$. A spinor $\psi$ has components $\psi_0$ (upper) and $\psi_1$ (lower). Away from the origin it obeys

$$-ic\,\sigma_1\psi'+mc^2\sigma_3\psi=E\psi .$$

Let $p$ and $q$ be the limits of $\psi$ at $0$ from the right and from the left. The point interaction is the condition

$$-ic\,\sigma_1(p-q)=Z\,\tfrac12(p+q).$$

It stands for an attractive potential $-Z\delta(x)$, with $\delta\psi$ read as $\delta$ times the mean of the two limits. This reading is postulated. $Z$ is the strength of a contact potential, not a Coulomb charge. Define

$$L=\frac{Z}{2c},\qquad k=\frac{2mcL}{1+L^2}.$$

## Energy and spinor

The spinor $\psi(x)=e^{-k|x|}(1,\ iL\,\mathrm{sign}\,x)$ solves the problem with

$$E=mc^2\,\frac{1-L^2}{1+L^2},\qquad E-mc^2\to-\frac{mZ^2}{2}\quad(c\to\infty).$$

Among non-zero spinors $e^{-\kappa|x|}p$ on the right and $e^{-\kappa|x|}q$ on the left, with one common $\kappa>0$, only multiples of this one are solutions. The squared norm is $(1+L^2)/k$, so the normalised spinor carries the factor $\sqrt{k/(1+L^2)}$, and the lower component has weight $L^2/(1+L^2)$.

## The jump at a grid interface

For this non-interacting, one-dimensional model, the formula gives a reference energy for testing a numerical Dirac solver. Four-component relativistic electronic-structure codes also solve Dirac equations for their orbitals, though not with this point interaction. A code that integrates from both sides can impose the contact condition as a matrix between two cells. Solved for $p$, it reads

$$p=\frac{(1-L^2)+2iL\sigma_1}{1+L^2}\,q ,$$

which is unitary, equal to $e^{i\theta\sigma_1}$ with $\theta=2\arctan L$.

Let $0<Z/c<\pi$. A code that represents the interaction by a square well of width $w$ and depth $Z/w$ gets a different matrix as $w\to0$, namely $e^{iZ\sigma_1/c}$, and its bound-state energy tends to $mc^2\cos(Z/c)$. Measured from $mc^2$, the two energies share the limit $-mZ^2/2$ as $c\to\infty$ but differ at order $1/c^2$, so a persistent discrepancy of that size may come from the contact condition and not from the discretisation.

## Derivation

Write $a=mc^2-E$ and $b=mc^2+E$. On the right $\psi'=-\kappa\psi$ and on the left $\psi'=\kappa\psi$, so the exponential cancels and the Dirac equation becomes

$$a p_0+ic\kappa p_1=0,\quad ic\kappa p_0=b p_1;\qquad a q_0-ic\kappa q_1=0,\quad -ic\kappa q_0=b q_1 .$$

If $p_0=q_0=0$, the first equation of each pair gives $p_1=q_1=0$. A non-zero spinor therefore has $p_0\ne0$ or $q_0\ne0$.

Multiply the first equation of each pair by $b$ and insert the second: $(ab-c^2\kappa^2)p_0=0$, and likewise for $q_0$. Hence $ab=c^2\kappa^2>0$. Since $a+b=2mc^2>0$, both are positive, and

$$p_1=\frac{ic\kappa}{b}p_0,\qquad q_1=-\frac{ic\kappa}{b}q_0 .$$

The lower row of the contact condition, $-ic(p_0-q_0)=\tfrac Z2(p_1+q_1)$, becomes

$$ic\left(1+\frac{Z\kappa}{2b}\right)(p_0-q_0)=0 .$$

The bracket is positive, so $p_0=q_0\neq0$: the upper component is continuous. The upper row, $-ic(p_1-q_1)=\tfrac Z2(p_0+q_0)$, becomes

$$\frac{c^2\kappa}{b}(p_0+q_0)=\frac Z2(p_0+q_0).$$

With $Z=2cL$ this gives $c\kappa=Lb$. Then $ab=L^2b^2$, so $a=L^2b$, that is, $mc^2-E=L^2(mc^2+E)$. Solving for $E$ gives the stated energy. It follows that $b=2mc^2/(1+L^2)$, $\kappa=Lb/c=k$, $p_1=iLp_0$ and $q_1=-iLp_0$.

Conversely, $a=L^2b$ and $c\kappa=Lb$ hold for these values. With $p=(1,iL)$ and $q=(1,-iL)$, the Dirac equations reduce to $L^2b-L^2b=0$ and $iLb=iLb$, up to sign on the left. The contact rows reduce to $2cL=Z$ and $0=0$.

For the limit, subtract the rest energy:

$$E-mc^2=-\frac{2mc^2L^2}{1+L^2}=-\frac{mZ^2/2}{1+L^2},\qquad L\to0 .$$

## Lean source

```lean
import Mathlib

open Filter Topology Matrix Complex Set

namespace DiracPointInteraction

noncomputable section

/-- The Pauli matrix `σ₁`. -/
def pauli1 : Matrix (Fin 2) (Fin 2) ℂ := !![0, 1; 1, 0]

/-- The Pauli matrix `σ₃`. -/
def pauli3 : Matrix (Fin 2) (Fin 2) ℂ := !![1, 0; 0, -1]

/-- The Dirac expression `-i c σ₁ ψ' + m c² σ₃ ψ` at a point where the spinor has
value `v` and derivative `d`. -/
def dirac (m c : ℝ) (d v : Fin 2 → ℂ) : Fin 2 → ℂ :=
  (-(I * c)) • (pauli1 *ᵥ d) + ((m : ℂ) * c ^ 2) • (pauli3 *ᵥ v)

/-- The contact condition `-i c σ₁ (p - q) = Z (p + q) / 2` between the right limit `p`
and the left limit `q` of a spinor at the origin. -/
def Contact (c Z : ℝ) (p q : Fin 2 → ℂ) : Prop :=
  (-(I * c)) • (pauli1 *ᵥ (p - q)) = (Z : ℂ) • ((1 / 2 : ℂ) • (p + q))

/-- The spinor `ψ` solves the Dirac equation with energy `E` off the origin and obeys the
contact condition at the origin. -/
structure IsSolution (m c Z E : ℝ) (ψ : ℝ → Fin 2 → ℂ) : Prop where
  eigen : ∀ x, x ≠ 0 → ∃ d, HasDerivAt ψ d x ∧ dirac m c d (ψ x) = (E : ℂ) • ψ x
  contact : ∃ p q, Tendsto ψ (𝓝[>] 0) (𝓝 p) ∧ Tendsto ψ (𝓝[<] 0) (𝓝 q) ∧ Contact c Z p q

/-- The spinor `exp(-κ|x|) p` for `x > 0` and `exp(-κ|x|) q` for `x ≤ 0`. -/
def twoSided (κ : ℝ) (p q : Fin 2 → ℂ) (x : ℝ) : Fin 2 → ℂ :=
  ((Real.exp (-(κ * |x|)) : ℝ) : ℂ) • (if 0 < x then p else q)

/-- The dimensionless coupling `L = Z / (2c)`, for `c ≠ 0`. -/
def coupling (c Z : ℝ) : ℝ := Z / (2 * c)

/-- The decay rate `k = 2 m c L / (1 + L²)`, for `c ≠ 0`. -/
def rate (m c Z : ℝ) : ℝ := 2 * m * c * coupling c Z / (1 + coupling c Z ^ 2)

/-- The energy `m c² (1 - L²) / (1 + L²)`, for `c ≠ 0`. -/
def energy (m c Z : ℝ) : ℝ :=
  m * c ^ 2 * (1 - coupling c Z ^ 2) / (1 + coupling c Z ^ 2)

/-- The Dirac equation written out for the upper and lower components. -/
theorem dirac_iff (m c E : ℝ) (d v : Fin 2 → ℂ) : dirac m c d v = (E : ℂ) • v ↔
    -(I * c) * d 1 + m * c ^ 2 * v 0 = E * v 0 ∧
    -(I * c) * d 0 - m * c ^ 2 * v 1 = E * v 1 := by
  simp [dirac, pauli1, pauli3, dotProduct, Fin.sum_univ_two, funext_iff,
    Fin.forall_fin_two, sub_eq_add_neg]

/-- The contact condition written out for the upper and lower components. -/
theorem contact_iff (c Z : ℝ) (p q : Fin 2 → ℂ) : Contact c Z p q ↔
    -(I * c) * (p 1 - q 1) = Z * (1 / 2 * (p 0 + q 0)) ∧
    -(I * c) * (p 0 - q 0) = Z * (1 / 2 * (p 1 + q 1)) := by
  simp [Contact, pauli1, dotProduct, Fin.sum_univ_two, funext_iff,
    Fin.forall_fin_two, mul_add]

/-- Where a spinor equals `exp(r x) u` near a point, the Dirac equation at that point is an
algebraic equation for the amplitude `u`. -/
theorem branch_iff {m c E r x : ℝ} {u : Fin 2 → ℂ} {ψ : ℝ → Fin 2 → ℂ}
    (h : ψ =ᶠ[𝓝 x] fun y => ((Real.exp (r * y) : ℝ) : ℂ) • u) :
    (∃ d, HasDerivAt ψ d x ∧ dirac m c d (ψ x) = (E : ℂ) • ψ x) ↔
      dirac m c ((r : ℂ) • u) u = (E : ℂ) • u := by
  have he : HasDerivAt (fun y => Real.exp (r * y)) (Real.exp (r * x) * (r * 1)) x :=
    ((hasDerivAt_id' x).const_mul r).exp
  have hd : HasDerivAt ψ (((Real.exp (r * x) : ℝ) : ℂ) • (r : ℂ) • u) x :=
    ((he.ofReal_comp.smul_const u).congr_of_eventuallyEq h).congr_deriv (by
      rw [smul_smul, mul_one, Complex.ofReal_mul])
  have hx : ψ x = ((Real.exp (r * x) : ℝ) : ℂ) • u := h.eq_of_nhds
  have key : ∀ (e : ℂ) (d v : Fin 2 → ℂ),
      dirac m c (e • d) (e • v) = e • dirac m c d v := by
    intro e d v
    simp only [dirac, Matrix.mulVec_smul]
    module
  constructor
  · rintro ⟨d, hd', hE⟩
    rw [hd'.unique hd, hx, key, smul_comm (E : ℂ)] at hE
    exact smul_right_injective (Fin 2 → ℂ) (Complex.ofReal_ne_zero.2 (Real.exp_ne_zero _)) hE
  · intro hE
    exact ⟨_, hd, by rw [hx, key, hE, smul_comm]⟩

/-- A two-sided exponential spinor is a solution exactly when each amplitude solves its
algebraic Dirac equation and the two amplitudes obey the contact condition. -/
theorem solution_iff (m c Z E κ : ℝ) (p q : Fin 2 → ℂ) :
    IsSolution m c Z E (twoSided κ p q) ↔
      dirac m c (((-κ : ℝ) : ℂ) • p) p = (E : ℂ) • p ∧
      dirac m c ((κ : ℂ) • q) q = (E : ℂ) • q ∧ Contact c Z p q := by
  have hR : ∀ x > 0, twoSided κ p q =ᶠ[𝓝 x]
      fun y => ((Real.exp (-κ * y) : ℝ) : ℂ) • p := by
    intro x hx
    filter_upwards [isOpen_Ioi.mem_nhds hx] with y hy
    have hy' : 0 < y := hy
    simp only [twoSided, if_pos hy', abs_of_pos hy', neg_mul]
  have hL : ∀ x < 0, twoSided κ p q =ᶠ[𝓝 x]
      fun y => ((Real.exp (κ * y) : ℝ) : ℂ) • q := by
    intro x hx
    filter_upwards [isOpen_Iio.mem_nhds hx] with y hy
    have hy' : y < 0 := hy
    simp only [twoSided, if_neg (not_lt_of_ge hy'.le), abs_of_neg hy', mul_neg, neg_neg]
  have hz : ∀ u : Fin 2 → ℂ, Tendsto
      (fun x : ℝ => ((Real.exp (-(κ * |x|)) : ℝ) : ℂ) • u) (𝓝 0) (𝓝 u) :=
    fun u => Continuous.tendsto' (by fun_prop) 0 u (by simp)
  have hp : Tendsto (twoSided κ p q) (𝓝[>] 0) (𝓝 p) := by
    refine ((hz p).mono_left nhdsWithin_le_nhds).congr' ?_
    filter_upwards [self_mem_nhdsWithin] with x hx
    have hx' : 0 < x := hx
    simp only [twoSided, if_pos hx']
  have hq : Tendsto (twoSided κ p q) (𝓝[<] 0) (𝓝 q) := by
    refine ((hz q).mono_left nhdsWithin_le_nhds).congr' ?_
    filter_upwards [self_mem_nhdsWithin] with x hx
    have hx' : x < 0 := hx
    simp only [twoSided, if_neg (not_lt_of_ge hx'.le)]
  constructor
  · rintro ⟨h, p', q', h1, h2, hK⟩
    rw [tendsto_nhds_unique h1 hp, tendsto_nhds_unique h2 hq] at hK
    exact ⟨(branch_iff (hR 1 one_pos)).1 (h 1 one_ne_zero),
      (branch_iff (hL (-1) (by norm_num))).1 (h (-1) (by norm_num)), hK⟩
  · rintro ⟨h1, h2, hK⟩
    refine ⟨fun x hx => ?_, p, q, hp, hq, hK⟩
    rcases lt_or_gt_of_ne hx with h | h
    · exact (branch_iff (hL x h)).2 h2
    · exact (branch_iff (hR x h)).2 h1

/-- For `m, c, Z, κ > 0`, a non-zero two-sided exponential spinor is a solution exactly when
`E = m c² (1 - L²) / (1 + L²)`, `κ = 2 m c L / (1 + L²)` and its amplitudes are a common
multiple of `(1, i L)` on the right and `(1, -i L)` on the left. -/
theorem boundState_iff {m c Z E κ : ℝ} {p q : Fin 2 → ℂ} (hm : 0 < m) (hc : 0 < c)
    (hZ : 0 < Z) (hκ : 0 < κ) (hpq : ¬(p = 0 ∧ q = 0)) :
    IsSolution m c Z E (twoSided κ p q) ↔ E = energy m c Z ∧ κ = rate m c Z ∧
      ∃ A : ℂ, p = A • ![1, I * coupling c Z] ∧ q = A • ![1, -(I * coupling c Z)] := by
  have hLZ : Z = 2 * c * coupling c Z := by unfold coupling; field_simp
  rw [solution_iff, dirac_iff, dirac_iff, contact_iff]
  unfold energy rate
  generalize coupling c Z = L at hLZ ⊢
  have h3 : 1 + L ^ 2 ≠ 0 := by positivity
  simp only [Pi.smul_apply, smul_eq_mul, Complex.ofReal_neg]
  constructor
  · rintro ⟨⟨a0, a1⟩, ⟨b0, b1⟩, K0, K1⟩
    have hIc : I * (c : ℂ) ≠ 0 := mul_ne_zero I_ne_zero (Complex.ofReal_ne_zero.2 hc.ne')
    have hIk : I * (c : ℂ) * κ ≠ 0 := mul_ne_zero hIc (Complex.ofReal_ne_zero.2 hκ.ne')
    have hup : ¬(p 0 = 0 ∧ q 0 = 0) := by
      rintro ⟨h0, h1⟩
      have hp1 : p 1 = 0 := mul_left_cancel₀ hIk (by
        linear_combination a0 - (m * c ^ 2 - E) * h0)
      have hq1 : q 1 = 0 := mul_left_cancel₀ hIk (by
        linear_combination -b0 + (m * c ^ 2 - E) * h1)
      exact hpq ⟨funext (Fin.forall_fin_two.2 ⟨h0, hp1⟩),
        funext (Fin.forall_fin_two.2 ⟨h1, hq1⟩)⟩
    -- the dispersion relation at imaginary momentum
    have hD : (m * c ^ 2 - E) * (m * c ^ 2 + E) - c ^ 2 * κ ^ 2 = 0 := by
      by_contra h
      have h' := Complex.ofReal_ne_zero.2 h
      push_cast at h'
      exact hup ⟨mul_left_cancel₀ h' (by linear_combination (m * c ^ 2 + E) * a0
          + I * c * κ * a1 - c ^ 2 * κ ^ 2 * p 0 * I_sq),
        mul_left_cancel₀ h' (by linear_combination (m * c ^ 2 + E) * b0
          - I * c * κ * b1 - c ^ 2 * κ ^ 2 * q 0 * I_sq)⟩
    have hb : 0 < m * c ^ 2 + E := by
      by_contra h
      have h1 : 0 < m * c ^ 2 := by positivity
      have h2 : 0 < c ^ 2 * κ ^ 2 := by positivity
      nlinarith [mul_nonneg (show 0 ≤ m * c ^ 2 - E by linarith)
        (show 0 ≤ -(m * c ^ 2 + E) by linarith)]
    -- the contact condition makes the upper component continuous
    have hdiff : ((m * c ^ 2 + E + Z * κ / 2 : ℝ) : ℂ) * (p 0 - q 0) = 0 :=
      mul_left_cancel₀ hIc (by
        push_cast
        linear_combination -(m * c ^ 2 + E) * K1 + Z / 2 * (a1 + b1))
    have h0 : p 0 - q 0 = 0 := (mul_eq_zero.1 hdiff).resolve_left
      (Complex.ofReal_ne_zero.2 (by positivity))
    have hsum : ((2 * c ^ 2 * κ - Z * (m * c ^ 2 + E) : ℝ) : ℂ) * (p 0 + q 0) = 0 := by
      push_cast
      linear_combination 2 * (m * c ^ 2 + E) * K0 - 2 * I * c * a1 + 2 * I * c * b1
        + 2 * c ^ 2 * κ * (p 0 + q 0) * I_sq
    have hR := Complex.ofReal_eq_zero.1 ((mul_eq_zero.1 hsum).resolve_right fun h =>
      hup ⟨by linear_combination (h + h0) / 2, by linear_combination (h - h0) / 2⟩)
    have hk : c * κ = L * (m * c ^ 2 + E) := mul_left_cancel₀ hc.ne' (by
      linear_combination hR / 2 + (m * c ^ 2 + E) / 2 * hLZ)
    have hE : m * c ^ 2 - E = L ^ 2 * (m * c ^ 2 + E) := mul_left_cancel₀ hb.ne' (by
      linear_combination hD + (c * κ + L * (m * c ^ 2 + E)) * hk)
    have hk' : (c : ℂ) * κ = L * (m * c ^ 2 + E) := by exact_mod_cast hk
    have hb' : (m : ℂ) * c ^ 2 + E ≠ 0 := by exact_mod_cast hb.ne'
    have hp1 : p 1 = p 0 * (I * L) := mul_left_cancel₀ hb' (by
      linear_combination -a1 + I * p 0 * hk')
    have hq1 : q 1 = p 0 * (-(I * L)) := mul_left_cancel₀ hb' (by
      linear_combination -b1 - I * p 0 * hk' + I * c * κ * h0)
    refine ⟨?_, ?_, p 0, funext (Fin.forall_fin_two.2 ⟨by simp, by simpa using hp1⟩),
      funext (Fin.forall_fin_two.2 ⟨by simpa using (sub_eq_zero.1 h0).symm,
        by simpa using hq1⟩)⟩
    · rw [eq_div_iff h3]
      linear_combination -hE
    · rw [eq_div_iff h3]
      exact mul_left_cancel₀ hc.ne' (by linear_combination (1 + L ^ 2) * hk - L * hE)
  · rintro ⟨hE, hk, A, rfl, rfl⟩
    have r1 : m * c ^ 2 - c * κ * L = E := by rw [hE, hk]; field_simp; ring
    have r2 : c * κ = L * (E + m * c ^ 2) := by rw [hE, hk]; field_simp; ring
    have r1' : (m : ℂ) * c ^ 2 - c * κ * L = E := by exact_mod_cast r1
    have r2' : (c : ℂ) * κ = L * (E + m * c ^ 2) := by exact_mod_cast r2
    have hLZ' : (Z : ℂ) = 2 * c * L := by exact_mod_cast hLZ
    simp only [Pi.smul_apply, smul_eq_mul, Matrix.cons_val_zero, Matrix.cons_val_one,
      Matrix.cons_val_fin_one]
    refine ⟨⟨?_, ?_⟩, ⟨?_, ?_⟩, ?_, ?_⟩
    · linear_combination A * r1' + c * κ * L * A * I_sq
    · linear_combination I * A * r2'
    · linear_combination A * r1' + c * κ * L * A * I_sq
    · linear_combination -(I * A) * r2'
    · linear_combination -A * hLZ' - 2 * c * L * A * I_sq
    · ring

/-- For `m, c, Z > 0` the spinor `exp(-k|x|) (1, ± i L)`, with the upper sign on the right, is a
solution with energy `m c² (1 - L²) / (1 + L²)`. -/
theorem boundState {m c Z : ℝ} (hm : 0 < m) (hc : 0 < c) (hZ : 0 < Z) :
    IsSolution m c Z (energy m c Z)
      (twoSided (rate m c Z) ![1, I * coupling c Z] ![1, -(I * coupling c Z)]) :=
  (boundState_iff hm hc hZ (by unfold rate coupling; positivity)
    (fun h => by simpa using congrFun h.1 0)).2 ⟨rfl, rfl, 1, by simp, by simp⟩

/-- For fixed `m` and `Z`, the energy measured from the rest energy `m c²` tends to
`-m Z² / 2` as `c` grows. -/
theorem nonrelativistic_limit (m Z : ℝ) :
    Tendsto (fun c => energy m c Z - m * c ^ 2) atTop (𝓝 (-(m * Z ^ 2 / 2))) := by
  have hL : Tendsto (fun c => coupling c Z) atTop (𝓝 0) :=
    tendsto_const_nhds.div_atTop (tendsto_id.const_mul_atTop two_pos)
  have h : Tendsto (fun c => -(m * Z ^ 2 / 2) / (1 + coupling c Z ^ 2)) atTop
      (𝓝 (-(m * Z ^ 2 / 2) / (1 + 0 ^ 2))) :=
    tendsto_const_nhds.div ((hL.pow 2).const_add 1) (by norm_num)
  have h1 : -(m * Z ^ 2 / 2) / (1 + 0 ^ 2) = -(m * Z ^ 2 / 2) := by norm_num
  rw [h1] at h
  refine h.congr' ((eventually_gt_atTop 0).mono fun c hc => ?_)
  -- the exact energy measured from the rest energy, at finite c
  show -(m * Z ^ 2 / 2) / (1 + coupling c Z ^ 2) = energy m c Z - m * c ^ 2
  have h3 : 1 + coupling c Z ^ 2 ≠ 0 := by positivity
  have hZ : Z = 2 * c * coupling c Z := by
    have := ne_of_gt hc
    unfold coupling
    field_simp
  rw [energy, div_eq_iff h3, sub_mul, div_mul_cancel₀ _ h3]
  linear_combination (-(m / 2) * (Z + 2 * c * coupling c Z)) * hZ

end

end DiracPointInteraction
```

```lean
#print axioms DiracPointInteraction.boundState
#print axioms DiracPointInteraction.nonrelativistic_limit
```

```
'DiracPointInteraction.boundState' depends on axioms: [propext, Classical.choice, Quot.sound]
'DiracPointInteraction.nonrelativistic_limit' depends on axioms: [propext, Classical.choice, Quot.sound]
```

## What the theorems say, and how they are proved

`IsSolution m c Z E ψ` requires a true derivative satisfying the Dirac equation at every $x\ne0$, and one-sided limits obeying `Contact`. Decay and non-vanishing are not part of it; they enter through `hκ` and `hpq`. The trial spinor is `twoSided κ p q`, which takes the left amplitude at $x=0$, a value that no condition inspects. `coupling`, `rate` and `energy` are $L$, $k$ and $E$.

- `dirac_iff` and `contact_iff` write the matrix equations in components.
- `branch_iff` differentiates the exponential and cancels it.
- `solution_iff` identifies the one-sided limits with $p$ and $q$, which leaves pure algebra.
- `boundState_iff` carries out that algebra in both directions. The `linear_combination` steps check the eliminations and substitutions above, `mul_left_cancel₀` divides by a non-zero factor, and `hD`, `hb`, `h0` and `hk` are $ab=c^2\kappa^2$, $b>0$, $p_0=q_0$ and $c\kappa=Lb$.
- `boundState` applies the equivalence to the explicit spinor.
- `nonrelativistic_limit` uses the exact formula for $E-mc^2$ at finite $c$ and holds for all real $m$ and $Z$.

Uniqueness is proved within the two-sided exponential family only, so bound states of arbitrary shape are not excluded by these theorems. Self-adjointness of the operator and the rest of its spectrum are not treated. The limit concerns the energy formula, not convergence of the operator or the spinor.
